# Equality of the kinetic and virial tensors in stationary states, for a potential that commutes with positions

After computing the ground state of a molecule or cluster, one can evaluate its kinetic tensor and its virial tensor with the same wavefunction and compare them component by component. If the potential depends only on positions and has no hard walls, the two agree in an exact bound stationary state, so a difference reveals an error in the computed state or in the evaluation of the tensors, although agreement does not prove that the state is exact. The usual virial theorem compares only the traces. The tensor identity also tests each direction and each shear.

For particles $n$ with inverse masses $\mu_n$ and Cartesian directions $a,b$, the identity is

$$w\Big(\sum_n \mu_n\,p_{na}p_{nb}\Big)=w\Big(\sum_n x_{na}\,F_{nb}\Big),\qquad F_{nb}=\mathrm i\,[p_{nb},V].$$

Here $x$ and $p$ are positions and momenta, $V$ is the potential, $w$ is the expectation in a stationary state, and $[A,B]=AB-BA$. The upright $\mathrm i$ is the imaginary unit, and $\hbar=1$. For one particle of unit mass this reads $w(p_ap_b)=w(x_aF_b)$.

## Particles, directions and an algebra of operators

The finite types `N` and `D` label particles and directions. The operators live in `A`, a ring that is also an algebra over the complex numbers. It carries no inner product, adjoint or norm, because the argument uses only sums, products and complex multiples.

```lean
import Mathlib

open Complex

namespace StressTheorem

noncomputable section

variable {N D A : Type*} [Fintype N] [DecidableEq N] [Fintype D] [DecidableEq D]
  [Ring A] [Algebra ℂ A]
```

A coordinate is a pair such as $i=(n,a)$. The canonical relations are

$$[x_i,p_j]=\mathrm i\,\delta_{ij},\qquad [x_i,x_j]=0,\qquad [p_i,p_j]=0.$$

They are assumed, as the quantum kinematics of particles moving in flat space. A nontrivial algebra of finite matrices cannot satisfy the first one for $i=j$, since a commutator of matrices has zero trace. Matrices in a finite basis set are therefore not covered, and the identity can fail for them.

```lean
/-- Canonical commutation relations (with ħ = 1) for positions and momenta labelled by
a particle and a Cartesian direction. -/
structure Canonical (x p : N × D → A) : Prop where
  xp : ∀ i j, x i * p j - p j * x i = if i = j then I • (1 : A) else 0
  xx : ∀ i j, x i * x j = x j * x i
  pp : ∀ i j, p i * p j = p j * p i
```

The Hamiltonian is

$$H=\sum_i \frac{\mu_i}{2}\,p_i^2+V,$$

where $\mu_i$ means the inverse mass of the particle to which coordinate $i$ belongs. `μ` takes real values, and no sign is imposed on them. $V$ may couple all the particles, and it has to contain everything that acts on them, including any smooth confining potential.

```lean
/-- The Hamiltonian `∑ p² / (2m) + V`, where `μ n` is the inverse mass of particle `n`. -/
def hamiltonian (μ : N → ℝ) (p : N × D → A) (V : A) : A :=
  (∑ i, ((μ i.1 : ℂ) / 2) • (p i * p i)) + V
```

In the position representation $p=-\mathrm i\,\partial$, so $\mathrm i\,[p_i,V]=\partial_iV$. The commutator serves as the definition of the gradient, and no derivative is needed in the algebra.

The letter $F$ invites a sign error here. $F_i$ is the gradient of the potential, whereas the force is $-F_i$. Reading $F_i$ as the force would put a minus sign into the identity, which the oscillator at the end would contradict.

```lean
/-- The gradient of the potential along coordinate `i`, written as `i [p, V]`. -/
def gradient (p : N × D → A) (V : A) (i : N × D) : A :=
  I • (p i * V - V * p i)
```

## Strain as a commutator

A homogeneous strain moves every particle in proportion to its position. Its generator is

$$G_{ab}=\sum_n x_{na}\,p_{nb}.$$

```lean
/-- The generator `∑ x_a p_b` of a homogeneous strain, summed over particles. -/
def strainGenerator (x p : N × D → A) (a b : D) : A :=
  ∑ n, x (n, a) * p (n, b)
```

The operator that the strain will produce is the virial tensor minus the kinetic tensor,

$$S_{ab}=\sum_n\big(x_{na}F_{nb}-\mu_n\,p_{na}p_{nb}\big).$$

It has the dimension of an energy, because it is not divided by a volume.

```lean
/-- The stress operator (not divided by volume): the virial tensor minus the kinetic tensor. -/
def stress (μ : N → ℝ) (x p : N × D → A) (V : A) (a b : D) : A :=
  ∑ n, (x (n, a) * gradient p V (n, b) - (μ n : ℂ) • (p (n, a) * p (n, b)))
```

To see that $G_{ab}$ deserves its name, take the position of particle $k$ along direction $c$. Positions commute with each other, so only the momentum contributes:

$$[x_{na}p_{nb},x_{kc}]=x_{na}[p_{nb},x_{kc}]=-\mathrm i\,\delta_{kn}\delta_{cb}\,x_{na}.$$

Summing over $n$ and multiplying by $\mathrm i$ gives

$$\mathrm i\,[G_{ab},x_{kc}]=\delta_{cb}\,x_{ka}.$$

Component $b$ of each position thus changes by an amount proportional to its component $a$, which is a stretch for $a=b$ and a shear otherwise. In the proof, `key` is the commutator for a single $n$, and `Finset.sum_ite_eq` carries out the sum over the Kronecker delta. The later theorems do not use this one. It confirms what the generator does.

```lean
omit [Fintype D] in
/-- The strain generator deforms positions linearly: it mixes the component `a` of each
position into its component `b`. -/
theorem strain_position {x p : N × D → A} (h : Canonical x p) (a b c : D) (k : N) :
    I • (strainGenerator x p a b * x (k, c) - x (k, c) * strainGenerator x p a b)
      = if c = b then x (k, a) else 0 := by
  have key : ∀ n, x (n, a) * p (n, b) * x (k, c) - x (k, c) * (x (n, a) * p (n, b))
      = if k = n then (if c = b then (-I) • x (n, a) else 0) else 0 := by
    intro n
    have e : x (n, a) * p (n, b) * x (k, c) - x (k, c) * (x (n, a) * p (n, b))
        = -(x (n, a) * (x (k, c) * p (n, b) - p (n, b) * x (k, c))) := by
      rw [← mul_assoc (x (k, c)), h.xx (k, c) (n, a)]
      noncomm_ring
    rw [e, h.xp]
    by_cases h1 : k = n <;> by_cases h2 : c = b <;> simp [h1, h2]
  rw [strainGenerator, Finset.sum_mul, Finset.mul_sum, ← Finset.sum_sub_distrib]
  simp only [key, Finset.sum_ite_eq, Finset.mem_univ, if_true]
  split_ifs <;> simp [smul_smul]
```

## Equations of motion

The commutator is linear, so for any operator $B$

$$[H,B]=\sum_j\frac{\mu_j}{2}\,[p_j^2,B]+[V,B].$$

```lean
omit [DecidableEq N] [DecidableEq D] in
/-- The commutator of the Hamiltonian with any operator splits into kinetic and potential
parts. -/
theorem hamiltonian_comm (μ : N → ℝ) (p : N × D → A) (V B : A) :
    hamiltonian μ p V * B - B * hamiltonian μ p V
      = (∑ j, ((μ j.1 : ℂ) / 2) • (p j * p j * B - B * (p j * p j))) + (V * B - B * V) := by
  simp only [hamiltonian, add_mul, mul_add, Finset.sum_mul, Finset.mul_sum, smul_mul_assoc,
    mul_smul_comm, smul_sub, Finset.sum_sub_distrib]
  abel
```

For $B=x_i$ the potential drops out, because $V$ commutes with positions. The kinetic part follows from

$$[p_j^2,x_i]=p_j[p_j,x_i]+[p_j,x_i]p_j=-2\mathrm i\,\delta_{ij}\,p_j,$$

and therefore

$$[H,x_i]=-\mathrm i\,\mu_i\,p_i.$$

The assumption $[V,x_i]=0$, called `hV` in the code, expresses that the potential is local and independent of velocity. A nonlocal pseudopotential or a coupling to a magnetic vector potential violates it, and each then adds terms to the velocity. The proof establishes the commutator with $p_j^2$ as `key` and then sums over $j$.

```lean
/-- Heisenberg equation for the position: `[H, x] = -i p / m`. -/
theorem velocity {x p : N × D → A} (h : Canonical x p) (μ : N → ℝ) {V : A}
    (hV : ∀ i, V * x i = x i * V) (i : N × D) :
    hamiltonian μ p V * x i - x i * hamiltonian μ p V = (-(I * (μ i.1 : ℂ))) • p i := by
  have key : ∀ j, p j * p j * x i - x i * (p j * p j)
      = if i = j then (-(2 * I)) • p j else 0 := by
    intro j
    have e : p j * p j * x i - x i * (p j * p j)
        = -((x i * p j - p j * x i) * p j + p j * (x i * p j - p j * x i)) := by
      noncomm_ring
    rw [e, h.xp]
    split_ifs
    · simp only [smul_mul_assoc, mul_smul_comm, one_mul, mul_one]
      module
    · simp
  rw [hamiltonian_comm]
  simp only [key, hV i, sub_self, add_zero, smul_ite, smul_zero, Finset.sum_ite_eq,
    Finset.mem_univ, if_true]
  rw [smul_smul]
  congr 1
  ring
```

For $B=p_i$ the kinetic part vanishes, because momenta commute. What remains is

$$[H,p_i]=[V,p_i]=-[p_i,V]=\mathrm i\,F_i,$$

where the last step uses $[p_i,V]=-\mathrm i\,F_i$. This holds for any $V$, so `hV` is absent from the statement.

```lean
/-- Heisenberg equation for the momentum: `[H, p] = i ∇V`. -/
theorem momentum_rate {x p : N × D → A} (h : Canonical x p) (μ : N → ℝ) (V : A)
    (i : N × D) :
    hamiltonian μ p V * p i - p i * hamiltonian μ p V = I • gradient p V i := by
  have key : ∀ j, p j * p j * p i - p i * (p j * p j) = 0 := fun j => by
    have hc : Commute (p j) (p i) := h.pp j i
    exact sub_eq_zero.mpr (hc.mul_left hc).eq
  rw [hamiltonian_comm]
  simp only [key, smul_zero, Finset.sum_const_zero, zero_add, gradient, smul_smul, I_mul_I]
  rw [neg_smul, one_smul, neg_sub]
```

## The Hamiltonian under strain

The product rule for commutators combines the two equations of motion:

$$[H,x_{na}p_{nb}]=[H,x_{na}]\,p_{nb}+x_{na}\,[H,p_{nb}]
=-\mathrm i\,\mu_n\,p_{na}p_{nb}+\mathrm i\,x_{na}F_{nb}.$$

Summing over particles gives

$$[H,G_{ab}]=\mathrm i\,S_{ab}.$$

The code proves the product rule as `leibniz`, applies it term by term through `Finset.sum_congr`, and substitutes `velocity` and `momentum_rate`. The tactic `module` collects the complex factors.

```lean
/-- The commutator of the Hamiltonian with the strain generator is `i` times the stress
operator. -/
theorem hamiltonian_strain {x p : N × D → A} (h : Canonical x p) (μ : N → ℝ) {V : A}
    (hV : ∀ i, V * x i = x i * V) (a b : D) :
    hamiltonian μ p V * strainGenerator x p a b - strainGenerator x p a b * hamiltonian μ p V
      = I • stress μ x p V a b := by
  have leibniz : ∀ H y q : A, H * (y * q) - y * q * H
      = (H * y - y * H) * q + y * (H * q - q * H) := by
    intro H y q
    noncomm_ring
  rw [strainGenerator, stress, Finset.mul_sum, Finset.sum_mul, ← Finset.sum_sub_distrib,
    Finset.smul_sum]
  refine Finset.sum_congr rfl fun n _ => ?_
  rw [leibniz, velocity h μ hV, momentum_rate h μ V]
  simp only [smul_mul_assoc, mul_smul_comm]
  module
```

## Balance in a stationary state

A stationary state enters as a linear functional $w$ on the algebra with

$$w(HB)=w(BH)\quad\text{for every operator }B.$$

For a normalised eigenvector $\psi$ with energy $E$, the expectation $w(B)=\langle\psi|B\psi\rangle$ has this property for every $B$ such that $B\psi$ lies in the domain of the self-adjoint operator $H$, since both sides then equal $E\,w(B)$. Neither positivity nor normalisation of $w$ is required.

Taking $B=G_{ab}$ gives

$$0=w([H,G_{ab}])=\mathrm i\,w(S_{ab}).$$

Since $\mathrm i\neq0$, it follows that $w(S_{ab})=0$, which is the equality of the two tensors. In the proof, `h0` is the vanishing of $w(\mathrm i\,S_{ab})$ and `h1` is the same statement without the factor $\mathrm i$.

The condition for every $B$ is the hypothesis `hw`, and it covers the unbounded operator $G_{ab}$. Asking for $w$ on the whole algebra is more than a Coulomb system provides: in the ground state of hydrogen the expectation of $V^3$ already diverges, so the formal theorem does not apply there literally. The proof uses `hw` only for $B=G_{ab}$, however. The same calculation therefore gives the identity for a concrete wavefunction once one has checked that the expectations in it exist and that the wavefunction decays and is regular enough for $H$ to be moved across $G_{ab}$.

The result is a tensor form of the virial theorem. Its Lean name `stress_theorem` should not be confused with the stress theorem used for crystals, which gives the macroscopic stress of a periodic cell, a quantity that is generally not zero. The theorem below concerns finitely many particles with genuine position operators, for which the total $w(S_{ab})$ vanishes. It contains neither periodic boundary conditions nor a derivative of the energy with respect to strain.

```lean
/-- **Tensor virial theorem.** If the potential commutes with all positions, then in a stationary
state the kinetic tensor `∑ p_a p_b / m` and the virial tensor `∑ x_a ∂_b V` have equal expectation,
component by component. -/
theorem stress_theorem {x p : N × D → A} (h : Canonical x p) (μ : N → ℝ) {V : A}
    (hV : ∀ i, V * x i = x i * V) (w : A →ₗ[ℂ] ℂ)
    (hw : ∀ B, w (hamiltonian μ p V * B) = w (B * hamiltonian μ p V)) (a b : D) :
    w (∑ n, (μ n : ℂ) • (p (n, a) * p (n, b)))
      = w (∑ n, x (n, a) * gradient p V (n, b)) := by
  -- stationarity against the strain generator
  have h0 : w (I • stress μ x p V a b) = 0 := by
    rw [← hamiltonian_strain h μ hV, map_sub, hw, sub_self]
  rw [map_smul, smul_eq_mul] at h0
  have h1 := (mul_eq_zero.mp h0).resolve_left I_ne_zero
  rw [stress, Finset.sum_sub_distrib, map_sub] at h1
  exact (sub_eq_zero.mp h1).symm
```

The kinetic tensor is symmetric in $a$ and $b$ because momenta commute. The expectation of the virial tensor must then be symmetric too:

$$w\Big(\sum_n\big(x_{na}F_{nb}-x_{nb}F_{na}\big)\Big)=0.$$

Up to sign this is the expectation of the total torque, and it vanishes even if $V$ is not invariant under rotations. The proof applies `stress_theorem` once for $(a,b)$ and once for $(b,a)$.

```lean
/-- Torque balance: in a stationary state the expectation of the virial tensor is symmetric. -/
theorem virial_symmetric {x p : N × D → A} (h : Canonical x p) (μ : N → ℝ) {V : A}
    (hV : ∀ i, V * x i = x i * V) (w : A →ₗ[ℂ] ℂ)
    (hw : ∀ B, w (hamiltonian μ p V * B) = w (B * hamiltonian μ p V)) (a b : D) :
    w (∑ n, x (n, a) * gradient p V (n, b)) = w (∑ n, x (n, b) * gradient p V (n, a)) := by
  rw [← stress_theorem h μ hV w hw a b, ← stress_theorem h μ hV w hw b a]
  exact congrArg w (Finset.sum_congr rfl fun n _ => by rw [h.pp (n, a) (n, b)])
```

## An oscillator that meets every hypothesis

A single harmonic oscillator in one dimension shows that the assumptions are consistent. Its operators act on complex polynomials in a variable $X$.

```lean
/-- Linear operators on complex polynomials in one variable. -/
abbrev Op := Module.End ℂ (Polynomial ℂ)
```

Two operators suffice to build it. The first multiplies by $X$ and raises the degree.

```lean
/-- Multiplication by the variable. -/
def up : Op := LinearMap.mulLeft ℂ Polynomial.X
```

The second differentiates and lowers the degree.

```lean
/-- Differentiation. -/
def down : Op := Polynomial.derivative
```

The position is

$$x=\tfrac12X+\partial.$$

In the code it is a function on `Unit × Unit`, the index type for one particle in one direction.

```lean
/-- Position of one oscillator in one dimension. -/
def oscX (_ : Unit × Unit) : Op := (1 / 2 : ℂ) • up + down
```

The momentum is

$$p=\mathrm i\big(\tfrac12X-\partial\big).$$

```lean
/-- Momentum of one oscillator in one dimension. -/
def oscP (_ : Unit × Unit) : Op := I • ((1 / 2 : ℂ) • up - down)
```

The potential is $V=\tfrac12x^2$.

```lean
/-- The harmonic potential `x² / 2`. -/
def oscV : Op := (1 / 2 : ℂ) • (oscX ((), ()) * oscX ((), ()))
```

The polynomial $1$ plays the part of the ground state, and $w(B)$ is the constant term of $B\cdot1$. In terms of the usual ladder operators, $X=\sqrt2\,a^\dagger$ and $\partial=a/\sqrt2$, so $w$ is the ground-state expectation.

```lean
/-- The functional sending an operator to the constant term of its action on `1`. -/
def vacuum : Op →ₗ[ℂ] ℂ where
  toFun B := (B 1).coeff 0
  map_add' B C := by simp
  map_smul' c B := by simp
```

The product rule of differentiation gives $\partial X=X\partial+1$ as an identity between operators.

```lean
/-- Differentiation and multiplication by the variable have commutator one. -/
theorem ladder : down * up = up * down + 1 :=
  LinearMap.ext fun f => by simp [up, down, Polynomial.derivative_mul, add_comm]
```

From it follows

$$[x,p]=\mathrm i\,\big[\tfrac12X+\partial,\ \tfrac12X-\partial\big]=\mathrm i\big(\tfrac12+\tfrac12\big)=\mathrm i.$$

The Hamiltonian becomes

$$H=\tfrac12\Big[\big(\tfrac12X+\partial\big)^2-\big(\tfrac12X-\partial\big)^2\Big]=X\partial+\tfrac12.$$

Stationarity can now be read off. The constant term of $X\partial B\cdot1$ is zero because of the factor $X$, and $BX\partial\cdot1$ is zero because $\partial1=0$. The remaining $\tfrac12$ contributes equally to $w(HB)$ and $w(BH)$. In the proof, `hH` is the formula for the Hamiltonian, and `h1` and `h2` are the two vanishing terms.

The two sides of the identity can be computed directly. For the kinetic side,

$$p^2\cdot1=p\cdot\tfrac{\mathrm i}{2}X=\tfrac12-\tfrac14X^2,\qquad w(p^2)=\tfrac12.$$

For the virial side, $F=\mathrm i\,[p,\tfrac12x^2]=x$, and

$$x^2\cdot1=x\cdot\tfrac12X=\tfrac12+\tfrac14X^2,\qquad w(xF)=w(x^2)=\tfrac12.$$

Both sides equal $\tfrac12$. With the force $-x$ in place of $F$, the right-hand side would have been $-\tfrac12$.

```lean
/-- A harmonic oscillator on polynomials, with unit mass and the functional `vacuum`, satisfies all
hypotheses of `stress_theorem`, and `vacuum` is normalized. -/
theorem stress_theorem_witness :
    Canonical oscX oscP ∧ (∀ i, oscV * oscX i = oscX i * oscV) ∧
    (∀ B, vacuum (hamiltonian (fun _ => 1) oscP oscV * B)
      = vacuum (B * hamiltonian (fun _ => 1) oscP oscV)) ∧ vacuum 1 = 1 := by
  refine ⟨⟨fun i j => ?_, fun _ _ => rfl, fun _ _ => rfl⟩, fun i => ?_, fun B => ?_, ?_⟩
  · rw [if_pos (Subsingleton.elim i j)]
    simp only [oscX, oscP, mul_add, add_mul, mul_sub, sub_mul, smul_mul_assoc,
      mul_smul_comm, ladder]
    module
  · simp only [oscV, oscX, smul_mul_assoc, mul_smul_comm, mul_assoc]
  · have hPP : ∀ i, oscP i * oscP i
        = -(((1 / 2 : ℂ) • up - down) * ((1 / 2 : ℂ) • up - down)) := fun i => by
      rw [oscP, smul_mul_assoc, mul_smul_comm, smul_smul, I_mul_I, neg_smul, one_smul]
    -- the Hamiltonian is the number of quanta plus one half
    have hH : hamiltonian (fun _ => 1) oscP oscV = up * down + (1 / 2 : ℂ) • (1 : Op) := by
      rw [hamiltonian, Fintype.sum_prod_type, Fintype.sum_unique, Fintype.sum_unique, hPP]
      simp only [oscV, oscX, mul_add, add_mul, mul_sub, sub_mul, smul_mul_assoc,
        mul_smul_comm, ladder, Complex.ofReal_one]
      module
    have h1 : vacuum (up * down * B) = 0 := by simp [vacuum, up, down]
    have h2 : vacuum (B * (up * down)) = 0 := by simp [vacuum, up, down]
    rw [hH]
    simp only [add_mul, mul_add, map_add, h1, h2, smul_mul_assoc, mul_smul_comm, one_mul,
      mul_one]
  · simp [vacuum]

end

end StressTheorem
```

```lean
#print axioms StressTheorem.strain_position
-- 'StressTheorem.strain_position' depends on axioms: [propext, Classical.choice, Quot.sound]
#print axioms StressTheorem.stress_theorem
-- 'StressTheorem.stress_theorem' depends on axioms: [propext, Classical.choice, Quot.sound]
#print axioms StressTheorem.virial_symmetric
-- 'StressTheorem.virial_symmetric' depends on axioms: [propext, Classical.choice, Quot.sound]
```
